# With Lorentzian half-width η, the density of states of a one-dimensional parabolic band peaks η/√3 above the band minimum

Near the minimum of a parabolic band in one dimension, the density of states is zero below the edge and diverges as the inverse square root of the energy above it. The joint density of states at a direct absorption edge between parabolic bands in one dimension has the same form. A finite lifetime, or the smearing used in a calculation, turns the divergence into a rounded peak of finite height. If the edge energy is read off at the top of that peak, how large is the error?

```lean
import Mathlib

open Set

namespace BroadenedBandEdge
```

## The broadened profile

Let w be the energy measured from the true edge, and let η > 0 be the half-width at half maximum of a Lorentzian broadening, which may come from a constant damping rate or be chosen as the smearing of a computed spectrum. Convolving the sharp edge with the normalised Lorentzian amounts to replacing w by w + iη in the inverse square root and taking the real part, which gives the profile

f(w) = Re (w + iη)^(−1/2).

On the principal branch, f tends to w^(−1/2) for w > 0 and to zero for w < 0 as η → 0⁺, so the sharp edge is recovered.

In Lean, `profile η w` is this expression as it stands, the real part of Mathlib's complex power, whose branch is the principal one. Both arguments are real, and every theorem below assumes η > 0. The model is a single isolated parabolic edge with energy-independent Lorentzian broadening, without excitonic effects or background. For absorption it also takes the transition strength, and any other factor multiplying the joint density of states, as constant across the edge. Gaussian smearing gives a different profile, to which the results below do not apply.

```lean
/-- The broadened one-dimensional band-edge profile `Re (w + iη)^(-1/2)` (principal branch), with
`w` the energy measured from the true edge and `η` the broadening; at `w + iη = 0` Mathlib's
convention makes it `0`. -/
noncomputable def profile (η w : ℝ) : ℝ :=
  (((w : ℂ) + (η : ℂ) * Complex.I) ^ (-(1 / 2) : ℂ)).re
```

Since the imaginary part of w + iη is η, the complex energy is never zero. This permits the power to be written through the logarithm.

```lean
/-- For positive broadening the complex energy `w + iη` never vanishes. -/
theorem energy_ne_zero {η : ℝ} (hη : 0 < η) (w : ℝ) :
    (w : ℂ) + (η : ℂ) * Complex.I ≠ 0 := by
  intro h
  have h2 := congrArg Complex.im h
  simp at h2
  exact hη.ne' h2
```

## The profile is positive

Write R = √(w² + η²) for the modulus of w + iη and θ for its argument. Then

(w + iη)^(−1/2) = R^(−1/2) exp(−iθ/2),

f(w) = R^(−1/2) cos(θ/2).

The principal argument satisfies −π < θ ≤ π, and θ = π would require a zero imaginary part. Hence θ/2 lies strictly between −π/2 and π/2, the cosine is positive, and f(w) > 0.

In the proof, `hhigh` excludes θ = π, and `him` identifies the phase of the inverse root as −θ/2.

```lean
/-- For positive broadening the profile is positive at every energy. -/
theorem profile_pos {η : ℝ} (hη : 0 < η) (w : ℝ) : 0 < profile η w := by
  unfold profile
  have hlow := Complex.neg_pi_lt_arg ((w : ℂ) + (η : ℂ) * Complex.I)
  have hhigh : Complex.arg ((w : ℂ) + (η : ℂ) * Complex.I) < Real.pi := by
    refine lt_of_le_of_ne (Complex.arg_le_pi _) (fun h => ?_)
    have h2 := (Complex.arg_eq_pi_iff.mp h).2
    simp at h2
    exact hη.ne' h2
  -- the phase of the inverse root is minus half the phase of the energy
  have him : (Complex.log ((w : ℂ) + (η : ℂ) * Complex.I) * (-(1 / 2) : ℂ)).im
      = -(Complex.arg ((w : ℂ) + (η : ℂ) * Complex.I)) / 2 := by
    rw [show (-(1 / 2) : ℂ) = ((-(1 / 2) : ℝ) : ℂ) by norm_num,
      Complex.im_mul_ofReal, Complex.log_im]
    ring
  rw [Complex.cpow_def_of_ne_zero (energy_ne_zero hη w), Complex.exp_re, him]
  exact mul_pos (Real.exp_pos _)
    (Real.cos_pos_of_mem_Ioo ⟨by linarith, by linarith⟩)
```

## A closed form for the square

Let s = (w + iη)^(−1/2) = a + ib, so that a = f(w). Squaring gives

s² = 1/(w + iη) = (w − iη)/R².

The real part and the modulus of this equation are

a² − b² = w/R²,

a² + b² = 1/R = R/R².

Half their sum is

f(w)² = (R + w)/(2R²).

In the code, `hss` is the equation for s², while `hre` and `hn` are the two real equations. After `generalize`, s is just a complex number with a known square, and `linear_combination` takes the half-sum.

```lean
/-- For positive broadening the squared profile is `(R + w) / (2 R²)`, where
`R = √(w² + η²)` is the modulus of the complex energy. -/
theorem profile_sq {η : ℝ} (hη : 0 < η) (w : ℝ) :
    profile η w ^ 2 = (√(w ^ 2 + η ^ 2) + w) / (2 * (w ^ 2 + η ^ 2)) := by
  have hD : 0 < w ^ 2 + η ^ 2 := by positivity
  have hR : 0 < √(w ^ 2 + η ^ 2) := Real.sqrt_pos.mpr hD
  have hss : ((w : ℂ) + (η : ℂ) * Complex.I) ^ (-(1 / 2) : ℂ)
      * ((w : ℂ) + (η : ℂ) * Complex.I) ^ (-(1 / 2) : ℂ)
      = ((w : ℂ) + (η : ℂ) * Complex.I)⁻¹ := by
    rw [← Complex.cpow_add _ _ (energy_ne_zero hη w),
      show (-(1 / 2) : ℂ) + -(1 / 2) = -1 by norm_num, Complex.cpow_neg_one]
  unfold profile
  generalize ((w : ℂ) + (η : ℂ) * Complex.I) ^ (-(1 / 2) : ℂ) = s at hss ⊢
  -- real part of s² = 1/z
  have hre : s.re * s.re - s.im * s.im = w / (w ^ 2 + η ^ 2) := by
    rw [← Complex.mul_re, hss, Complex.inv_re, Complex.normSq_add_mul_I]
    simp
  -- modulus of s² = 1/z
  have hn : s.re * s.re + s.im * s.im = (√(w ^ 2 + η ^ 2))⁻¹ := by
    have h : ‖s * s‖ = ‖((w : ℂ) + (η : ℂ) * Complex.I)⁻¹‖ := by rw [hss]
    rw [norm_mul, norm_inv, Complex.norm_add_mul_I] at h
    rw [← h, ← sq ‖s‖, Complex.sq_norm, Complex.normSq_apply]
  have hinv : (√(w ^ 2 + η ^ 2))⁻¹ = √(w ^ 2 + η ^ 2) / (w ^ 2 + η ^ 2) := by
    rw [inv_eq_one_div, div_eq_div_iff hR.ne' hD.ne', one_mul]
    exact (Real.mul_self_sqrt hD.le).symm
  rw [hinv] at hn
  rw [mul_comm (2 : ℝ) (w ^ 2 + η ^ 2), ← div_div, add_div]
  linear_combination (hre + hn) / 2
```

## The slope

With dR/dw = w/R, the quotient rule gives

d(f²)/dw = [(w/R + 1)·2R² − (R + w)·4w]/(4R⁴).

The first term in the bracket is 2R(R + w), so a factor R + w comes out:

d(f²)/dw = (R + w)(R − 2w)/(2R⁴).

`HasDerivAt` states that the derivative exists at w and has this value. The local lemma `alg` is the simplification just made.

```lean
/-- For positive broadening the slope of the squared profile is `(R + w)(R - 2w) / (2 R⁴)`,
with `R = √(w² + η²)`. -/
theorem hasDerivAt_profile_sq {η : ℝ} (hη : 0 < η) (w : ℝ) :
    HasDerivAt (fun x => profile η x ^ 2)
      ((√(w ^ 2 + η ^ 2) + w) * (√(w ^ 2 + η ^ 2) - 2 * w) / (2 * √(w ^ 2 + η ^ 2) ^ 4)) w := by
  have hD : 0 < w ^ 2 + η ^ 2 := by positivity
  have alg : ∀ R D : ℝ, 0 < R → R ^ 2 = D →
      ((2 * w / (2 * R) + 1) * (2 * D) - (R + w) * (2 * (2 * w))) / (2 * D) ^ 2
        = (R + w) * (R - 2 * w) / (2 * R ^ 4) := by
    intro R D hR h
    subst h
    field_simp
    ring
  have hd : HasDerivAt (fun x : ℝ => x ^ 2 + η ^ 2) (2 * w) w :=
    ((hasDerivAt_pow 2 w).add_const (η ^ 2)).congr_deriv (by simp)
  have h := ((hd.sqrt hD.ne').fun_add (hasDerivAt_id' w)).fun_div (hd.const_mul 2)
    (by positivity)
  rw [show (fun x => profile η x ^ 2)
    = fun x => (√(x ^ 2 + η ^ 2) + x) / (2 * (x ^ 2 + η ^ 2)) from funext (profile_sq hη)]
  exact h.congr_deriv (alg _ _ (Real.sqrt_pos.mpr hD) (Real.sq_sqrt hD.le))
```

## Rising below η/√3, falling above

Because η > 0, R > |w|, and so R + w > 0. The slope therefore has the sign of R − 2w. For w ≤ 0 this is positive. For w > 0 both R and 2w are positive and can be compared through their squares:

R > 2w ⇔ w² + η² > 4w² ⇔ w < η/√3.

So f² rises strictly up to η/√3. Since f is positive, the ordering of the squares is the ordering of the values, and f rises too.

The theorem says this on `Iic (η / √3)`, the half-line up to and including the peak. `strictMonoOn_of_deriv_pos` needs the positive slope only in the interior, together with continuity, and the last line passes from squares to values.

```lean
/-- For positive broadening the profile rises strictly with energy up to `w = η/√3`. -/
theorem profile_strictMonoOn {η : ℝ} (hη : 0 < η) :
    StrictMonoOn (profile η) (Iic (η / √3)) := by
  have h : StrictMonoOn (fun x => profile η x ^ 2) (Iic (η / √3)) := by
    refine strictMonoOn_of_deriv_pos (convex_Iic _)
      (fun x _ => (hasDerivAt_profile_sq hη x).continuousAt.continuousWithinAt) ?_
    intro w hw
    rw [interior_Iic, mem_Iio, lt_div_iff₀ (by positivity)] at hw
    rw [(hasDerivAt_profile_sq hη w).deriv]
    have hR : 0 < √(w ^ 2 + η ^ 2) := Real.sqrt_pos.mpr (by positivity)
    have h1 : -w < √(w ^ 2 + η ^ 2) :=
      Real.lt_sqrt_of_sq_lt (by nlinarith [pow_pos hη 2])
    -- below the peak, 2w < R
    have h2 : 2 * w < √(w ^ 2 + η ^ 2) := by
      rcases le_or_gt w 0 with h0 | h0
      · linarith
      · have h3 : (w * √3) ^ 2 < η ^ 2 := by gcongr
        rw [mul_pow, Real.sq_sqrt (by norm_num)] at h3
        exact Real.lt_sqrt_of_sq_lt (by nlinarith)
    exact div_pos (mul_pos (by linarith) (by linarith)) (by positivity)
  intro x hx y hy hxy
  exact lt_of_pow_lt_pow_left₀ 2 (profile_pos hη y).le (h hx hy hxy)
```

On the other side, w > η/√3 > 0 reverses the comparison to R < 2w, and the slope is negative. The same passage from f² to f shows that the profile falls strictly on `Ici (η / √3)`, the half-line from the peak upwards.

```lean
/-- For positive broadening the profile falls strictly with energy from `w = η/√3` on. -/
theorem profile_strictAntiOn {η : ℝ} (hη : 0 < η) :
    StrictAntiOn (profile η) (Ici (η / √3)) := by
  have h : StrictAntiOn (fun x => profile η x ^ 2) (Ici (η / √3)) := by
    refine strictAntiOn_of_deriv_neg (convex_Ici _)
      (fun x _ => (hasDerivAt_profile_sq hη x).continuousAt.continuousWithinAt) ?_
    intro w hw
    rw [interior_Ici, mem_Ioi] at hw
    have h0 : 0 < w := lt_trans (by positivity) hw
    rw [div_lt_iff₀ (by positivity)] at hw
    rw [(hasDerivAt_profile_sq hη w).deriv]
    have hR : 0 < √(w ^ 2 + η ^ 2) := Real.sqrt_pos.mpr (by positivity)
    -- above the peak, R < 2w
    have h2 : √(w ^ 2 + η ^ 2) < 2 * w := by
      have h3 : η ^ 2 < (w * √3) ^ 2 := by gcongr
      rw [mul_pow, Real.sq_sqrt (by norm_num)] at h3
      exact (Real.sqrt_lt' (by positivity)).mpr (by nlinarith)
    exact div_neg_of_neg_of_pos
      (mul_neg_of_pos_of_neg (by linarith) (by linarith)) (by positivity)
  intro x hx y hy hxy
  exact lt_of_pow_lt_pow_left₀ 2 (profile_pos hη x).le (h hx hy hxy)
```

## Position and height of the maximum

At w = η/√3 the modulus is R = √(η²/3 + η²) = 2η/√3, and therefore

f(η/√3)² = (3η/√3)/(8η²/3) = 3√3/(8η).

The first half of the theorem is this squared height. The second says that the profile is strictly smaller at every other real energy, so the maximum is global and unique; the proof uses the rising flank for energies below the peak and the falling flank for those above.

The error in question is thus η/√3 ≈ 0.58η, linear in the broadening. For an isolated one-dimensional edge of this form, an edge energy read from the maximum of a Lorentzian-broadened density of states or absorption spectrum is too high by that amount.

```lean
/-- For positive broadening the profile has its unique maximum at `w = η/√3` above the true edge,
and its squared height there is `3√3/(8η)`. -/
theorem profile_peak {η : ℝ} (hη : 0 < η) :
    profile η (η / √3) ^ 2 = 3 * √3 / (8 * η) ∧
      ∀ w, w ≠ η / √3 → profile η w < profile η (η / √3) := by
  constructor
  · have hD : (η / √3) ^ 2 + η ^ 2 = (2 * (η / √3)) ^ 2 := by
      rw [mul_pow, div_pow, Real.sq_sqrt (by norm_num)]
      ring
    rw [profile_sq hη, hD, Real.sqrt_sq (by positivity)]
    field_simp
    ring
  · intro w hw
    rcases lt_or_gt_of_ne hw with h | h
    · exact profile_strictMonoOn hη (mem_Iic.mpr h.le) (mem_Iic.mpr le_rfl) h
    · exact profile_strictAntiOn hη (mem_Ici.mpr le_rfl) (mem_Ici.mpr h.le) h
```

## Finding the edge from the height ratio

Now let the signal be A·f(E − E₀), with edge energy E₀ and a real amplitude A that collects the coupling strength and the effective mass. At the edge R = η, so

f(0)² = 1/(2η),

f(0)²/f(η/√3)² = 4/(3√3) ≈ 0.770.

The ratio contains neither η nor A. In the unsquared signal it is about 0.877: going down the low-energy flank from the peak, the edge lies where the signal has dropped to that fraction of its extreme value.

The theorem states that, for E at or below the peak, the squared signal has this ratio to its peak value if and only if E = E₀. In the proof, `hratio` is the ratio above. For the forward direction A² is cancelled, positivity removes the squares, and strict monotonicity on the rising flank leaves one energy.

The condition `hA` is needed because for A = 0 both sides vanish at every E. The condition `hE` selects the flank: solving the same equation numerically above the peak gives a second energy, near E₀ + 1.54η.

```lean
/-- For a signal of nonzero amplitude `A`, edge energy `E₀` and positive broadening, the true edge
is the only energy at or below the peak where the squared signal is `4/(3√3)` of its peak value. -/
theorem edge_from_peak_ratio {η A E₀ E : ℝ} (hη : 0 < η) (hA : A ≠ 0)
    (hE : E ≤ E₀ + η / √3) :
    (A * profile η (E - E₀)) ^ 2 = 4 / (3 * √3) * (A * profile η (η / √3)) ^ 2 ↔ E = E₀ := by
  have hedge : profile η 0 ^ 2 = 1 / (2 * η) := by
    rw [profile_sq hη, show (0 : ℝ) ^ 2 + η ^ 2 = η ^ 2 by ring, Real.sqrt_sq hη.le, add_zero]
    field_simp
  have hratio : 4 / (3 * √3) * profile η (η / √3) ^ 2 = profile η 0 ^ 2 := by
    rw [(profile_peak hη).1, hedge]
    field_simp
    ring
  constructor
  · intro h
    have hsq : profile η (E - E₀) ^ 2 = profile η 0 ^ 2 := by
      rw [← hratio]
      apply mul_left_cancel₀ (pow_ne_zero 2 hA)
      linear_combination h
    have heq : profile η (E - E₀) = profile η 0 :=
      (pow_left_inj₀ (profile_pos hη _).le (profile_pos hη _).le two_ne_zero).mp hsq
    -- the rising flank takes each value only once
    have h0 : E - E₀ = 0 := (profile_strictMonoOn hη).injOn
      (mem_Iic.mpr (by linarith)) (mem_Iic.mpr (by positivity)) heq
    linarith
  · intro h
    rw [h, sub_self]
    linear_combination (-A ^ 2) * hratio

end BroadenedBandEdge
```

```lean
#print axioms BroadenedBandEdge.profile_peak
#print axioms BroadenedBandEdge.edge_from_peak_ratio
```

```
'BroadenedBandEdge.profile_peak' depends on axioms: [propext, Classical.choice, Quot.sound]
'BroadenedBandEdge.edge_from_peak_ratio' depends on axioms: [propext, Classical.choice, Quot.sound]
```
